# For a principal axis of finite order n, the (x, y) pair is irreducible in Cnv exactly when n ≥ 3

Let $r(t)$ be the rotation by $t$ about the principal axis and $s=\mathrm{diag}(1,-1)$ a vertical mirror, both acting on $\mathbb{C}^2$. They have a common eigenvector if and only if $\sin t=0$. Consequently, for an integer $n\ge 1$, the operations of $C_{nv}$ leave no complex line in the $(x,y)$ space invariant exactly when $n\ge 3$. In $C_{1v}$ and $C_{2v}$ the $x$ and $y$ axes are each preserved.

For a spin-independent one-electron Hamiltonian with $C_{nv}$ symmetry, $n\ge 3$, restricted to the $p_x,p_y$ pair of an atom on the axis, irreducibility forces equal energies and no coupling by Schur's lemma; $C_{2v}$ symmetry allows the two energies to differ.

```lean
import Mathlib

open Matrix
open scoped Real

namespace CnvIrreducibility

noncomputable section
```

## The operations and the two properties

The rotation is active and counterclockwise for positive $t$:

$$r(t)=\begin{pmatrix}\cos t&-\sin t\\ \sin t&\cos t\end{pmatrix}.$$

The angle is real, but the entries are regarded as complex numbers, so complex eigenvectors are admitted.

```lean
/-- Rotation by the angle `t` about the principal axis, acting on the complex (x,y) pair. -/
def rot (t : ℝ) : Matrix (Fin 2) (Fin 2) ℂ :=
  !![(Real.cos t : ℂ), -(Real.sin t : ℂ); (Real.sin t : ℂ), (Real.cos t : ℂ)]
```

The mirror is the $xz$ plane, which fixes $x$ and reverses $y$.

```lean
/-- Reflection in the vertical xz plane, acting on the (x,y) pair as diag(1,-1). -/
def mirror : Matrix (Fin 2) (Fin 2) ℂ := !![1, 0; 0, -1]
```

A common eigenvector of a set $S$ of matrices is one nonzero $v$ with $gv=a_g v$ for every $g\in S$. The eigenvalue may depend on $g$, as the order of the quantifiers in `HasCommonEigenvector` shows.

```lean
/-- Some nonzero vector is an eigenvector of every operation in the set `S`. -/
def HasCommonEigenvector (S : Set (Matrix (Fin 2) (Fin 2) ℂ)) : Prop :=
  ∃ v : Fin 2 → ℂ, v ≠ 0 ∧ ∀ g ∈ S, ∃ a : ℂ, g *ᵥ v = a • v
```

Irreducibility means that a subspace $W$ with $gW\subseteq W$ for all $g\in S$ is either $0$ or $\mathbb{C}^2$. In Lean these are `⊥` and `⊤`, and `Submodule ℂ` makes the subspaces complex.

```lean
/-- The only complex subspaces mapped into themselves by all operations in `S` are the zero
space and the whole two-dimensional space. -/
def ActsIrreducibly (S : Set (Matrix (Fin 2) (Fin 2) ℂ)) : Prop :=
  ∀ W : Submodule ℂ (Fin 2 → ℂ), (∀ g ∈ S, ∀ v ∈ W, g *ᵥ v ∈ W) → W = ⊥ ∨ W = ⊤
```

The set `cnv n` contains $r(t)$ and $r(t)s$ for every $t$ with $nt=2\pi k$, $k$ an integer. It describes the group only through its matrices on this pair; the other representations of $C_{nv}$ do not enter.

```lean
/-- The operations of Cnv on the (x,y) pair: rotations by angles `t` with `n t` a multiple of
`2π`, and their products with the mirror. For `n = 0` every angle is allowed. -/
def cnv (n : ℕ) : Set (Matrix (Fin 2) (Fin 2) ℂ) :=
  {g | ∃ t : ℝ, (∃ k : ℤ, (n : ℝ) * t = 2 * π * k) ∧ (g = rot t ∨ g = rot t * mirror)}
```

## Composition of rotations and reflections

Write the components of $v$ as $v_0$ (along $x$) and $v_1$ (along $y$). Multiplying out,

$$r(t)v=(\cos t\,v_0-\sin t\,v_1,\ \sin t\,v_0+\cos t\,v_1).$$

```lean
/-- The rotation sends (x, y) to (x cos t - y sin t, x sin t + y cos t). -/
theorem rot_mulVec (t : ℝ) (v : Fin 2 → ℂ) :
    rot t *ᵥ v = ![(Real.cos t : ℂ) * v 0 - (Real.sin t : ℂ) * v 1,
      (Real.sin t : ℂ) * v 0 + (Real.cos t : ℂ) * v 1] := by
  ext i
  fin_cases i <;> simp [rot, Matrix.mulVec, dotProduct, Fin.sum_univ_two]
  ring
```

Likewise $sv=(v_0,-v_1)$.

```lean
/-- The mirror sends (x, y) to (x, -y). -/
theorem mirror_mulVec (v : Fin 2 → ℂ) : mirror *ᵥ v = ![v 0, -v 1] := by
  ext i
  fin_cases i <;> simp [mirror, Matrix.mulVec, dotProduct, Fin.sum_univ_two]
```

The addition formulas for sine and cosine give $r(a)r(b)=r(a+b)$, checked entry by entry.

```lean
/-- Rotation angles add under composition. -/
theorem rot_mul (a b : ℝ) : rot a * rot b = rot (a + b) := by
  ext i j
  fin_cases i <;> fin_cases j <;>
    simp [rot, Matrix.mul_apply, Fin.sum_univ_two, Real.cos_add,
      Real.sin_add] <;> ring
```

Both $s\,r(t)$ and $r(-t)\,s$ equal

$$\begin{pmatrix}\cos t&-\sin t\\-\sin t&-\cos t\end{pmatrix}.$$

```lean
/-- Moving the mirror past a rotation reverses the sense of the rotation. -/
theorem mirror_mul_rot (t : ℝ) : mirror * rot t = rot (-t) * mirror := by
  ext i j
  fin_cases i <;> fin_cases j <;> simp [mirror, rot, Matrix.mul_apply, Fin.sum_univ_two]
```

With $s^2=1$, these rules give the four kinds of product:

$$\begin{aligned}
r(a)\,r(b)&=r(a+b), & r(a)\,r(b)s&=r(a+b)s,\\
r(a)s\,r(b)&=r(a-b)s, & r(a)s\,r(b)s&=r(a-b).
\end{aligned}$$

If $na=2\pi k$ and $nb=2\pi l$, then $n(a\pm b)=2\pi(k\pm l)$, so the new angles are allowed and `cnv n` is closed under multiplication. The four cases of the proof are these four products.

```lean
/-- The product of two operations of Cnv is an operation of Cnv. -/
theorem cnv_mul_mem (n : ℕ) (g h : Matrix (Fin 2) (Fin 2) ℂ) (hg : g ∈ cnv n)
    (hh : h ∈ cnv n) : g * h ∈ cnv n := by
  obtain ⟨a, ⟨k, hk⟩, ha⟩ := hg
  obtain ⟨b, ⟨l, hl⟩, hb⟩ := hh
  have hm : mirror * mirror = 1 := by
    ext i j
    fin_cases i <;> fin_cases j <;>
      simp [mirror, Matrix.mul_apply, Fin.sum_univ_two]
  -- sums and differences of allowed angles are allowed
  have hadd : ∃ m : ℤ, (n : ℝ) * (a + b) = 2 * π * m :=
    ⟨k + l, by push_cast; linear_combination hk + hl⟩
  have hsub : ∃ m : ℤ, (n : ℝ) * (a + -b) = 2 * π * m :=
    ⟨k - l, by push_cast; linear_combination hk - hl⟩
  rcases ha with rfl | rfl <;> rcases hb with rfl | rfl
  · exact ⟨a + b, hadd, Or.inl (rot_mul a b)⟩
  · exact ⟨a + b, hadd, Or.inr (by rw [← mul_assoc, rot_mul])⟩
  · exact ⟨a + -b, hsub, Or.inr (by rw [mul_assoc, mirror_mul_rot, ← mul_assoc, rot_mul])⟩
  · exact ⟨a + -b, hsub, Or.inl (by
      rw [mul_assoc, ← mul_assoc mirror, mirror_mul_rot, mul_assoc, hm, mul_one, rot_mul])⟩
```

## The mirror puts an eigenvector on an axis

Suppose $sv=bv$. Then $v_0=bv_0$ and $-v_1=bv_1$. Multiply the first equation by $v_1/2$, the second by $v_0/2$, and subtract: the right-hand sides cancel, leaving $v_0v_1=0$. The `linear_combination` line uses exactly these multipliers.

```lean
/-- A vector that the mirror maps to a multiple of itself has vanishing x or y component. -/
theorem mirror_eigenvector (v : Fin 2 → ℂ) (b : ℂ) (h : mirror *ᵥ v = b • v) :
    v 0 = 0 ∨ v 1 = 0 := by
  rw [mirror_mulVec] at h
  have h0 : v 0 = b * v 0 := congrFun h 0
  have h1 : -v 1 = b * v 1 := congrFun h 1
  have hp : v 0 * v 1 = 0 := by linear_combination (v 1 / 2) * h0 - (v 0 / 2) * h1
  exact mul_eq_zero.mp hp
```

Now let $v\neq0$ also satisfy $r(t)v=av$:

$$\cos t\,v_0-\sin t\,v_1=av_0,\qquad \sin t\,v_0+\cos t\,v_1=av_1.$$

If $v_0=0$, the first equation reduces to $\sin t\,v_1=0$; if $v_1=0$, the second reduces to $\sin t\,v_0=0$. The remaining component is nonzero, so $\sin t=0$. Lean runs this by contradiction: assuming $\sin t\ne0$, it finds that both components vanish.

Conversely, if $\sin t=0$, then $(1,0)$ is an eigenvector of $r(t)$ with eigenvalue $\cos t$ and of $s$ with eigenvalue $1$.

The mirror is essential here. For every $t$,

$$r(t)\begin{pmatrix}1\\-i\end{pmatrix}=e^{it}\begin{pmatrix}1\\-i\end{pmatrix},$$

so rotations alone always share a complex eigenvector.

```lean
/-- The rotation by `t` and the mirror have a common complex eigenvector if and only if
`sin t = 0`. -/
theorem hasCommonEigenvector_iff (t : ℝ) :
    HasCommonEigenvector {rot t, mirror} ↔ Real.sin t = 0 := by
  constructor
  · rintro ⟨v, hv, h⟩
    obtain ⟨a, ha⟩ := h (rot t) (by simp)
    obtain ⟨b, hb⟩ := h mirror (by simp)
    rw [rot_mulVec] at ha
    have h0 : (Real.cos t : ℂ) * v 0 - (Real.sin t : ℂ) * v 1 = a * v 0 := congrFun ha 0
    have h1 : (Real.sin t : ℂ) * v 0 + (Real.cos t : ℂ) * v 1 = a * v 1 := congrFun ha 1
    by_contra hs
    have hs' : (Real.sin t : ℂ) ≠ 0 := Complex.ofReal_ne_zero.mpr hs
    -- v lies on an axis, and the rotation moves it off that axis unless v = 0
    have hz : v 0 = 0 ∧ v 1 = 0 := by
      rcases mirror_eigenvector v b hb with hx | hy
      · have hp : (Real.sin t : ℂ) * v 1 = 0 := by
          linear_combination ((Real.cos t : ℂ) - a) * hx - h0
        exact ⟨hx, (mul_eq_zero.mp hp).resolve_left hs'⟩
      · have hp : (Real.sin t : ℂ) * v 0 = 0 := by
          linear_combination h1 - ((Real.cos t : ℂ) - a) * hy
        exact ⟨(mul_eq_zero.mp hp).resolve_left hs', hy⟩
    apply hv
    ext i
    fin_cases i <;> simp [hz.1, hz.2]
  · intro hs
    -- the x axis is a common eigenvector
    refine ⟨![1, 0], ?_, ?_⟩
    · intro h
      have h0 := congrFun h 0
      simp at h0
    · rintro g (rfl | rfl)
      · refine ⟨(Real.cos t : ℂ), ?_⟩
        rw [rot_mulVec]
        ext i
        fin_cases i <;> simp [hs]
      · refine ⟨1, ?_⟩
        rw [mirror_mulVec]
        ext i
        fin_cases i <;> simp
```

## In two dimensions, reducible means a common eigenvector

Let $v$ be a common eigenvector. The line $\mathbb{C}v$ is invariant and nonzero. It is not all of $\mathbb{C}^2$: if $(1,0)=cv$ and $(0,1)=dv$, then $cv_0=1$ and $cv_1=0$ force $v_1=0$, contradicting $dv_1=1$. So the action is reducible.

Conversely, let $W$ be an invariant subspace other than $0$ and $\mathbb{C}^2$. Choose $v\ne0$ in $W$, take any $g\in S$, and put $w=gv\in W$ and $D=v_0w_1-v_1w_0$. If $D\neq0$, Cramer's rule writes every $u$ as

$$u=\frac{u_0w_1-u_1w_0}{D}\,v+\frac{v_0u_1-v_1u_0}{D}\,w,$$

which puts all of $\mathbb{C}^2$ in $W$, a contradiction. Hence $D=0$. If $v_0\ne0$, then $w=(w_0/v_0)v$; if $v_0=0$, then $v_1\neq0$, $w_0=0$ and $w=(w_1/v_1)v$. Either way $v$ is an eigenvector of $g$, and the same $v$ serves for every $g\in S$.

The argument needs no group structure on $S$, but it does depend on dimension two, where a proper nonzero subspace is a line.

```lean
/-- A set of complex 2 x 2 matrices acts irreducibly if and only if its members have no common
eigenvector. -/
theorem actsIrreducibly_iff (S : Set (Matrix (Fin 2) (Fin 2) ℂ)) :
    ActsIrreducibly S ↔ ¬ HasCommonEigenvector S := by
  constructor
  · rintro hirr ⟨v, hv, h⟩
    -- the line through a common eigenvector is invariant
    have hinv : ∀ g ∈ S, ∀ w ∈ Submodule.span ℂ ({v} : Set (Fin 2 → ℂ)),
        g *ᵥ w ∈ Submodule.span ℂ ({v} : Set (Fin 2 → ℂ)) := by
      intro g hg w hw
      obtain ⟨c, rfl⟩ := Submodule.mem_span_singleton.mp hw
      obtain ⟨a, ha⟩ := h g hg
      rw [Matrix.mulVec_smul, ha]
      exact Submodule.smul_mem _ _
        (Submodule.smul_mem _ _ (Submodule.mem_span_singleton_self v))
    rcases hirr _ hinv with hb | ht
    · exact hv (Submodule.span_singleton_eq_bot.mp hb)
    · -- a line cannot contain both axes
      have hx : (![1, 0] : Fin 2 → ℂ) ∈ Submodule.span ℂ ({v} : Set (Fin 2 → ℂ)) := by
        rw [ht]; exact Submodule.mem_top
      have hy : (![0, 1] : Fin 2 → ℂ) ∈ Submodule.span ℂ ({v} : Set (Fin 2 → ℂ)) := by
        rw [ht]; exact Submodule.mem_top
      obtain ⟨c, hc⟩ := Submodule.mem_span_singleton.mp hx
      obtain ⟨d, hd⟩ := Submodule.mem_span_singleton.mp hy
      have hc0 : c * v 0 = 1 := congrFun hc 0
      have hc1 : c * v 1 = 0 := congrFun hc 1
      have hd1 : d * v 1 = 1 := congrFun hd 1
      have h10 : (1 : ℂ) = 0 := by
        linear_combination (d * v 0) * hc1 - (d * v 1) * hc0 - hd1
      exact one_ne_zero h10
  · intro hno W hW
    by_cases hb : W = ⊥
    · exact Or.inl hb
    right
    obtain ⟨v, hvW, hv⟩ := (Submodule.ne_bot_iff W).mp hb
    by_contra htop
    apply hno
    refine ⟨v, hv, fun g hg => ?_⟩
    have hw := hW g hg v hvW
    obtain ⟨w, hwdef⟩ : ∃ w, g *ᵥ v = w := ⟨_, rfl⟩
    rw [hwdef] at hw ⊢
    by_cases hd : v 0 * w 1 - v 1 * w 0 = 0
    · -- vanishing determinant: w is parallel to v
      by_cases h0 : v 0 = 0
      · have h1 : v 1 ≠ 0 := fun h1 => hv (by ext i; fin_cases i <;> simp [h0, h1])
        have hp : v 1 * w 0 = 0 := by linear_combination w 1 * h0 - hd
        have hw0 : w 0 = 0 := (mul_eq_zero.mp hp).resolve_left h1
        refine ⟨w 1 / v 1, ?_⟩
        ext i
        fin_cases i
        · show w 0 = w 1 / v 1 * v 0
          rw [h0, hw0, mul_zero]
        · show w 1 = w 1 / v 1 * v 1
          rw [div_mul_eq_mul_div, eq_div_iff h1]
      · refine ⟨w 0 / v 0, ?_⟩
        ext i
        fin_cases i
        · show w 0 = w 0 / v 0 * v 0
          rw [div_mul_eq_mul_div, eq_div_iff h0]
        · show w 1 = w 0 / v 0 * v 1
          rw [div_mul_eq_mul_div, eq_div_iff h0]
          linear_combination hd
    · -- nonzero determinant: v and w span everything (Cramer's rule)
      exfalso
      apply htop
      rw [Submodule.eq_top_iff']
      intro u
      have hu : u = ((u 0 * w 1 - u 1 * w 0) / (v 0 * w 1 - v 1 * w 0)) • v
          + ((v 0 * u 1 - v 1 * u 0) / (v 0 * w 1 - v 1 * w 0)) • w := by
        ext i
        fin_cases i
        · show u 0 = (u 0 * w 1 - u 1 * w 0) / (v 0 * w 1 - v 1 * w 0) * v 0
            + (v 0 * u 1 - v 1 * u 0) / (v 0 * w 1 - v 1 * w 0) * w 0
          rw [div_mul_eq_mul_div, div_mul_eq_mul_div, ← add_div, eq_div_iff hd]
          ring
        · show u 1 = (u 0 * w 1 - u 1 * w 0) / (v 0 * w 1 - v 1 * w 0) * v 1
            + (v 0 * u 1 - v 1 * u 0) / (v 0 * w 1 - v 1 * w 0) * w 1
          rw [div_mul_eq_mul_div, div_mul_eq_mul_div, ← add_div, eq_div_iff hd]
          ring
      rw [hu]
      exact W.add_mem (W.smul_mem _ hvW) (W.smul_mem _ hw)
```

Combining the two equivalences, $r(t)$ and $s$ act irreducibly if and only if $\sin t\neq0$.

```lean
/-- The rotation by `t` together with the mirror acts irreducibly on the (x,y) pair if and
only if `sin t ≠ 0`. -/
theorem actsIrreducibly_pair_iff (t : ℝ) :
    ActsIrreducibly {rot t, mirror} ↔ Real.sin t ≠ 0 :=
  (actsIrreducibly_iff _).trans (not_congr (hasCommonEigenvector_iff t))
```

## From one angle to the whole group

For $n=1$ the allowed angles are $t=2\pi k$, and for $n=2$ they are $t=\pi k$. In both cases $\sin t=0$, so

$$r(t)=\cos t\begin{pmatrix}1&0\\0&1\end{pmatrix},\qquad r(t)s=\cos t\begin{pmatrix}1&0\\0&-1\end{pmatrix}.$$

Every operation is diagonal, and both axes consist of common eigenvectors.

```lean
/-- For `n = 1` and `n = 2` every operation of Cnv maps the x unit vector and the y unit
vector each to a multiple of itself. -/
theorem axes_eigenvectors (n : ℕ) (hn : n = 1 ∨ n = 2) (g : Matrix (Fin 2) (Fin 2) ℂ)
    (hg : g ∈ cnv n) :
    (∃ a : ℂ, g *ᵥ (![1, 0] : Fin 2 → ℂ) = a • (![1, 0] : Fin 2 → ℂ)) ∧
      ∃ b : ℂ, g *ᵥ (![0, 1] : Fin 2 → ℂ) = b • (![0, 1] : Fin 2 → ℂ) := by
  obtain ⟨t, ⟨k, hk⟩, hg⟩ := hg
  -- every allowed angle is a multiple of π
  have hs : Real.sin t = 0 := by
    rcases hn with rfl | rfl
    · have ht : t = ((2 * k : ℤ) : ℝ) * π := by
        push_cast at hk ⊢
        linear_combination hk
      rw [ht]
      exact Real.sin_int_mul_pi _
    · have ht : t = (k : ℝ) * π := by
        push_cast at hk
        linear_combination (1 / 2) * hk
      rw [ht]
      exact Real.sin_int_mul_pi _
  rcases hg with rfl | rfl
  · refine ⟨⟨(Real.cos t : ℂ), ?_⟩, ⟨(Real.cos t : ℂ), ?_⟩⟩
    · rw [rot_mulVec]
      ext i
      fin_cases i <;> simp [hs]
    · rw [rot_mulVec]
      ext i
      fin_cases i <;> simp [hs]
  · refine ⟨⟨(Real.cos t : ℂ), ?_⟩, ⟨-(Real.cos t : ℂ), ?_⟩⟩
    · rw [← Matrix.mulVec_mulVec, mirror_mulVec, rot_mulVec]
      ext i
      fin_cases i <;> simp [hs]
    · rw [← Matrix.mulVec_mulVec, mirror_mulVec, rot_mulVec]
      ext i
      fin_cases i <;> simp [hs]
```

For $n\geq3$, the set contains $r(2\pi/n)$ and $s=r(0)s$. A common eigenvector of the whole set would in particular be a common eigenvector of these two matrices, requiring $\sin(2\pi/n)=0$. But $0<2\pi/n<\pi$, so the sine is positive. Thus there is no common eigenvector, and the action is irreducible. For the other direction, a positive $n$ below 3 is 1 or 2, where $(1,0)$ is a common eigenvector.

The hypothesis `0 < n` excludes a real counterexample. At $n=0$ the condition $0\cdot t=2\pi k$ holds for every $t$ with $k=0$, so `cnv 0` describes $C_{\infty v}$. It contains $r(\pi/2)$ and $s$, which already act irreducibly, although $3\le0$ is false.

```lean
/-- For a principal axis of finite order `n`, Cnv acts irreducibly on the complex (x,y) pair
if and only if `n ≥ 3`. -/
theorem cnv_actsIrreducibly_iff (n : ℕ) (hn : 0 < n) :
    ActsIrreducibly (cnv n) ↔ 3 ≤ n := by
  rw [actsIrreducibly_iff]
  constructor
  · intro hno
    by_contra hlt
    apply hno
    have hn' : n = 1 ∨ n = 2 := by omega
    refine ⟨![1, 0], ?_, fun g hg => (axes_eigenvectors n hn' g hg).1⟩
    intro h
    have h0 := congrFun h 0
    simp at h0
  · rintro h3 ⟨v, hv, h⟩
    have h3' : (3 : ℝ) ≤ n := by exact_mod_cast h3
    have hpos : (0 : ℝ) < n := by linarith
    have hn0 : (n : ℝ) ≠ 0 := hpos.ne'
    -- the elementary rotation and the mirror belong to Cnv
    have hr : rot (2 * π / n) ∈ cnv n :=
      ⟨2 * π / n, ⟨1, by push_cast; field_simp⟩, Or.inl rfl⟩
    have hm0 : mirror = rot 0 * mirror := by
      ext i j
      fin_cases i <;> fin_cases j <;> simp [rot, mirror, Matrix.mul_apply, Fin.sum_univ_two]
    have hm : mirror ∈ cnv n := ⟨0, ⟨0, by simp⟩, Or.inr hm0⟩
    have hcommon : HasCommonEigenvector {rot (2 * π / n), mirror} := by
      refine ⟨v, hv, ?_⟩
      rintro g (rfl | rfl)
      · exact h _ hr
      · exact h _ hm
    -- 0 < 2π/n < π, so the sine is positive
    have hlt : 2 * π / n < π := by
      rw [div_lt_iff₀ hpos]
      have hmul := mul_le_mul_of_nonneg_left h3' Real.pi_pos.le
      linarith [Real.pi_pos]
    have hsin : 0 < Real.sin (2 * π / n) :=
      Real.sin_pos_of_pos_of_lt_pi (div_pos (by positivity) hpos) hlt
    exact hsin.ne' ((hasCommonEigenvector_iff _).mp hcommon)

end

end CnvIrreducibility
```

```lean
#print axioms CnvIrreducibility.cnv_mul_mem
#print axioms CnvIrreducibility.actsIrreducibly_pair_iff
#print axioms CnvIrreducibility.cnv_actsIrreducibly_iff
```

```
'CnvIrreducibility.cnv_mul_mem' depends on axioms: [propext, Classical.choice, Quot.sound]
'CnvIrreducibility.actsIrreducibly_pair_iff' depends on axioms: [propext, Classical.choice, Quot.sound]
'CnvIrreducibility.cnv_actsIrreducibly_iff' depends on axioms: [propext, Classical.choice, Quot.sound]
```
